# Branching-Diagram Walks for N Spins One Half, Counted by a Character Integral

A spin-adapted configuration interaction calculation can keep every spin coupling of a spatial configuration. A configuration with \(N\) singly occupied orbitals then carries one coefficient for every independent spin eigenfunction with the chosen total spin \(S\) and projection \(M\). Three unpaired electrons coupled to a doublet, for example, have two. This number can be read from the branching diagram as the number of paths from the origin to spin \(S\) after \(N\) electrons.

Write \(m=2S\) and let \(f(N,m)\) be the number of these paths. The main theorem states that, for all natural numbers \(N\) and \(m\),

\[
f(N,m)=\frac{2}{\pi}\int_0^\pi (2\cos t)^N\,\sin((m+1)t)\,\sin t\,dt .
\]

The integrand comes from the characters of SU(2), the double cover of the rotation group. Let \(t\) be half the rotation angle, with \(0\le t\le\pi\). One spin one half has character \(e^{it}+e^{-it}=2\cos t\), so \(N\) of them have \((2\cos t)^N\). Spin \(m/2\) has character \(\sin((m+1)t)/\sin t\), and the normalised weight on the conjugacy classes of SU(2) is \((2/\pi)\sin^2 t\,dt\). The product of these three factors is the integrand above, with its prefactor.

```lean
import Mathlib

open Finset Real

namespace SpinBranching
```

## Paths as walks on the nonnegative integers

Coupling one more spin one half to total spin \(S\) gives \(S+\tfrac12\) and, if \(S>0\), also \(S-\tfrac12\). In terms of the height \(m=2S\), each electron moves the path up or down by one, and the path never goes below zero.

The type `Walk N m` contains the paths of \(N\) steps that end at height \(m\). The constructor `start` is the empty path at height 0. The constructor `down` accepts only a walk ending at a height of the form `m + 1`, which rules out a downward step from zero. The coupling rule enters the model here, through the choice of allowed steps; the file contains no spin state space or Hamiltonian, and its theorems are about walks and real functions.

```lean
/-- Walks on the nonnegative integers with unit steps: `Walk N m` collects those that start
at height 0 and reach height `m` after `N` steps. The height is twice the total spin. -/
inductive Walk : ℕ → ℕ → Type
  | start : Walk 0 0
  | up {N m : ℕ} (w : Walk N m) : Walk (N + 1) (m + 1)
  | down {N m : ℕ} (w : Walk N (m + 1)) : Walk (N + 1) m
```

## Removing the last electron

A path of \(N+1\) steps that ends at height 0 made its last step from height 1. Deleting that step therefore gives a one-to-one correspondence between paths of \(N+1\) steps ending at 0 and paths of \(N\) steps ending at 1.

```lean
/-- Removing the last step matches the walks of `N + 1` steps ending at height 0 with the walks of
`N` steps ending at height 1. -/
def lastStepZero (N : ℕ) : Walk (N + 1) 0 ≃ Walk N 1 where
  toFun w := match w with
    | .down v => v
  invFun v := .down v
  left_inv w := by cases w; rfl
  right_inv _ := rfl
```

A path that ends at \(m+1\) came either from \(m\) by an upward step or from \(m+2\) by a downward step. The corresponding set is a disjoint union, written `⊕` in Lean.

```lean
/-- Removing the last step matches the walks of `N + 1` steps ending at height `m + 1` with the
disjoint union of the walks of `N` steps ending at height `m` and at height `m + 2`. -/
def lastStepSucc (N m : ℕ) : Walk (N + 1) (m + 1) ≃ Walk N m ⊕ Walk N (m + 2) where
  toFun w := match w with
    | .up v => .inl v
    | .down v => .inr v
  invFun s := match s with
    | .inl v => .up v
    | .inr v => .down v
  left_inv w := by cases w <;> rfl
  right_inv s := by cases s <;> rfl
```

These correspondences also show by induction on \(N\) that there are finitely many paths: there is at most one path of length zero, and each longer set is matched with one or two finite sets.

```lean
/-- There are finitely many walks of given length and final height. -/
instance walk_finite (N m : ℕ) : Finite (Walk N m) := by
  induction N generalizing m with
  | zero =>
    have : Subsingleton (Walk 0 m) := ⟨fun a b => by cases a; cases b; rfl⟩
    infer_instance
  | succ N ih =>
    cases m with
    | zero =>
      have := ih 1
      exact Finite.of_equiv _ (lastStepZero N).symm
    | succ m =>
      have := ih m
      have := ih (m + 2)
      exact Finite.of_equiv _ (lastStepSucc N m).symm
```

The count \(f(N,m)\) is the cardinality of the set of walks. Lean's `Nat.card` would return 0 for an infinite type, so the finiteness just shown is what makes `count` an honest number of paths. The branching rule for these numbers and the integral formula are both proved from this definition.

```lean
/-- The branching count: the number of `N`-step walks from height 0 to height `m`. -/
noncomputable def count (N m : ℕ) : ℕ := Nat.card (Walk N m)
```

With no electrons only height 0 is reached, in one way: \(f(0,0)=1\), and \(f(0,m)=0\) for \(m>0\).

```lean
/-- With no steps, the only reachable height is 0, in one way. -/
theorem count_start (m : ℕ) : count 0 m = if m = 0 then 1 else 0 := by
  cases m with
  | zero =>
    have : Unique (Walk 0 0) := ⟨⟨.start⟩, fun a => by cases a; rfl⟩
    simp [count]
  | succ m =>
    have : IsEmpty (Walk 0 (m + 1)) := ⟨fun w => by cases w⟩
    simp [count]
```

Taking cardinalities in the two correspondences gives the branching rule,

\[
f(N+1,0)=f(N,1),\qquad f(N+1,m+1)=f(N,m)+f(N,m+2).
\]

```lean
/-- The branching rule: the count at height 0 after `N + 1` steps is the count at height 1 after `N`
steps, and the count at height `m + 1` after `N + 1` steps is the sum of the counts at heights `m`
and `m + 2` after `N` steps. -/
theorem branching_rule (N : ℕ) : count (N + 1) 0 = count N 1 ∧
    ∀ m, count (N + 1) (m + 1) = count N m + count N (m + 2) := by
  refine ⟨Nat.card_congr (lastStepZero N), fun m => ?_⟩
  unfold count
  rw [Nat.card_congr (lastStepSucc N m), Nat.card_sum]
```

Each step raises the height by at most one, so \(f(N,m)=0\) whenever \(m>N\). In the induction, a height \(m=k+1>N+1\) has neighbours \(k\) and \(k+2\), both above \(N\), and both terms of the branching rule vanish.

```lean
/-- No walk of `N` steps reaches a height above `N`. -/
theorem count_eq_zero (N m : ℕ) (h : N < m) : count N m = 0 := by
  induction N generalizing m with
  | zero => rw [count_start, if_neg (by omega)]
  | succ N ih =>
    obtain ⟨k, rfl⟩ : ∃ k, m = k + 1 := ⟨m - 1, by omega⟩
    rw [(branching_rule N).2, ih k (by omega), ih (k + 2) (by omega)]
```

## Expanding the character of N spins

Let \(u(0),u(1),\dots\) be real numbers with \(u(0)=0\) and, for a fixed real \(c\),

\[
u(m+2)+u(m)=c\,u(m+1)\quad\text{for all } m .
\]

Then

\[
\sum_{m=0}^{N} f(N,m)\,u(m+1)=c^N u(1).
\]

For \(N=0\) both sides equal \(u(1)\). For the induction step, multiply the sum by \(c\):

\[
c\sum_{m=0}^{N} f(N,m)u(m+1)=\sum_{m=0}^{N} f(N,m)u(m+2)+\sum_{m=0}^{N} f(N,m)u(m).
\]

The term with \(u(0)\) vanishes. The coefficient of \(u(1)\) is then \(f(N,1)=f(N+1,0)\), and the coefficient of \(u(m+2)\) is \(f(N,m)+f(N,m+2)=f(N+1,m+1)\). The right-hand side is thus the required sum for \(N+1\).

In the proof, `hc` is the multiplication by \(c\) and `hs` applies the branching rule. The equations `ha` and `hb` shift the index of the second sum, using that heights above \(N\) are unreachable and that \(u(0)=0\). The final `linear_combination` assembles these identities with the induction hypothesis.

```lean
/-- If a sequence `u` vanishes at 0 and multiplication by `c` acts on it as the sum over
neighbouring heights, then the branching counts expand `c ^ N * u 1` in the `u (m + 1)`. -/
theorem branching_expansion (u : ℕ → ℝ) (c : ℝ) (h0 : u 0 = 0)
    (h : ∀ m, u (m + 2) + u m = c * u (m + 1)) (N : ℕ) :
    ∑ m ∈ range (N + 1), (count N m : ℝ) * u (m + 1) = c ^ N * u 1 := by
  induction N with
  | zero => simp [count_start]
  | succ N ih =>
    -- multiplication by c moves each height to its two neighbours
    have hc : c * ∑ m ∈ range (N + 1), (count N m : ℝ) * u (m + 1) =
        ∑ m ∈ range (N + 1), (count N m : ℝ) * u (m + 2) +
        ∑ m ∈ range (N + 1), (count N m : ℝ) * u m := by
      rw [Finset.mul_sum, ← Finset.sum_add_distrib]
      refine Finset.sum_congr rfl fun m _ => ?_
      linear_combination (-(count N m : ℝ)) * h m
    have hs : ∑ m ∈ range (N + 1), (count (N + 1) (m + 1) : ℝ) * u (m + 2) =
        ∑ m ∈ range (N + 1), (count N m : ℝ) * u (m + 2) +
        ∑ m ∈ range (N + 1), (count N (m + 2) : ℝ) * u (m + 2) := by
      rw [← Finset.sum_add_distrib]
      refine Finset.sum_congr rfl fun m _ => ?_
      rw [(branching_rule N).2]
      push_cast
      ring
    -- shift the downward part by two; the extra terms at the top vanish
    have ha : ∑ m ∈ range (N + 3), (count N m : ℝ) * u m =
        ∑ m ∈ range (N + 1), (count N m : ℝ) * u m := by
      rw [Finset.sum_range_succ, Finset.sum_range_succ,
        count_eq_zero N (N + 2) (by omega), count_eq_zero N (N + 1) (by omega)]
      simp
    have hb : ∑ m ∈ range (N + 3), (count N m : ℝ) * u m =
        ∑ m ∈ range (N + 1), (count N (m + 2) : ℝ) * u (m + 2) + (count N 1 : ℝ) * u 1 := by
      rw [Finset.sum_range_succ', Finset.sum_range_succ', h0]
      simp
    calc ∑ m ∈ range (N + 1 + 1), (count (N + 1) m : ℝ) * u (m + 1)
        = ∑ m ∈ range (N + 1), (count (N + 1) (m + 1) : ℝ) * u (m + 2) +
          (count (N + 1) 0 : ℝ) * u 1 := Finset.sum_range_succ' _ _
      _ = c ^ (N + 1) * u 1 := by
          rw [hs, (branching_rule N).1]
          linear_combination c * ih - hc + ha - hb
```

Now choose \(u(m)=\sin(mt)\) and \(c=2\cos t\). The condition on \(u\) is the addition formula

\[
\sin((m+2)t)+\sin(mt)=2\cos t\,\sin((m+1)t),
\]

and the expansion becomes

\[
\sum_{m=0}^{N} f(N,m)\sin((m+1)t)=(2\cos t)^N\sin t .
\]

Where \(\sin t\neq0\), dividing by it gives the character of \(N\) spins as a sum of spin characters, with the path counts as multiplicities. The theorem keeps the factor \(\sin t\) and so holds for every real \(t\).

```lean
/-- The character of `N` spins one half, multiplied by `sin t`, is the sum of the
numerators `sin ((m + 1) t)` of the spin `m / 2` characters weighted by the counts. -/
theorem character_decomposition (N : ℕ) (t : ℝ) :
    ∑ m ∈ range (N + 1), (count N m : ℝ) * sin (((m : ℝ) + 1) * t) =
      (2 * cos t) ^ N * sin t := by
  have key := branching_expansion (fun m => sin ((m : ℝ) * t)) (2 * cos t) (by simp)
    (fun m => by
      have h1 : ((m + 2 : ℕ) : ℝ) * t = ((m : ℝ) + 1) * t + t := by push_cast; ring
      have h2 : (m : ℝ) * t = ((m : ℝ) + 1) * t - t := by ring
      have h3 : ((m + 1 : ℕ) : ℝ) * t = ((m : ℝ) + 1) * t := by push_cast; ring
      simp only [h1, h3]
      rw [h2, sin_add, sin_sub]
      ring) N
  simpa using key
```

The choice \(u(m)=m\) and \(c=2\) also satisfies the condition, since \((m+2)+m=2(m+1)\). It gives

\[
\sum_{m=0}^{N} f(N,m)(m+1)=2^N .
\]

Each multiplet of spin \(m/2\) has \(m+1\) states, and together they account for all \(2^N\) spin products. For three electrons this reads \(2\cdot2+1\cdot4=8\).

```lean
/-- The multiplet dimensions `m + 1`, weighted by the branching counts, add up to `2 ^ N`. -/
theorem dimension_sum (N : ℕ) :
    ∑ m ∈ range (N + 1), (count N m : ℝ) * ((m : ℝ) + 1) = 2 ^ N := by
  have key := branching_expansion (fun m => (m : ℝ)) 2 (by simp)
    (fun m => by push_cast; ring) N
  simpa using key
```

## Projecting out one total spin

To isolate a single multiplicity, use the orthogonality of the sines. For natural numbers \(k\) and \(m\),

\[
\sin((k+1)t)\sin((m+1)t)=\tfrac12\left[\cos((k-m)t)-\cos((k+m+2)t)\right].
\]

For a nonzero integer \(a\),

\[
\int_0^\pi\cos(at)\,dt=\frac{\sin(a\pi)}{a}=0 .
\]

The second cosine always integrates to zero, because \(k+m+2\ge2\). The first does so unless \(k=m\), when it equals 1 and leaves \(\pi/2\). In the proof, `hcos` is the cosine integral, obtained from an antiderivative, and `hprod` is the product formula. The difference \(k-m\) is taken in the integers because it may be negative.

```lean
/-- The functions `sin ((k + 1) t)` are orthogonal on `[0, π]` with squared norm `π / 2`. -/
theorem sine_orthogonality (k m : ℕ) :
    ∫ t in (0 : ℝ)..π, sin (((k : ℝ) + 1) * t) * sin (((m : ℝ) + 1) * t) =
      if k = m then π / 2 else 0 := by
  have hcos : ∀ a : ℤ, a ≠ 0 → ∫ t in (0 : ℝ)..π, cos ((a : ℝ) * t) = 0 := by
    intro a ha
    have ha' : (a : ℝ) ≠ 0 := Int.cast_ne_zero.mpr ha
    have hd : ∀ t ∈ Set.uIcc (0 : ℝ) π,
        HasDerivAt (fun x : ℝ => sin ((a : ℝ) * x) / a) (cos ((a : ℝ) * t)) t := by
      intro t _
      have h1 : HasDerivAt (fun x : ℝ => (a : ℝ) * x) (a : ℝ) t := by
        simpa using (hasDerivAt_id t).const_mul (a : ℝ)
      exact (h1.sin.div_const (a : ℝ)).congr_deriv (mul_div_cancel_right₀ _ ha')
    rw [intervalIntegral.integral_eq_sub_of_hasDerivAt hd
      (Continuous.intervalIntegrable (by fun_prop) _ _)]
    simp [Real.sin_int_mul_pi]
  -- product of sines as a difference of cosines
  have hprod : ∀ t : ℝ, sin (((k : ℝ) + 1) * t) * sin (((m : ℝ) + 1) * t) =
      (cos ((((k : ℤ) - m : ℤ) : ℝ) * t) - cos ((((k : ℤ) + m + 2 : ℤ) : ℝ) * t)) / 2 := by
    intro t
    have h1 : (((k : ℤ) - m : ℤ) : ℝ) * t = ((k : ℝ) + 1) * t - ((m : ℝ) + 1) * t := by
      push_cast; ring
    have h2 : (((k : ℤ) + m + 2 : ℤ) : ℝ) * t = ((k : ℝ) + 1) * t + ((m : ℝ) + 1) * t := by
      push_cast; ring
    rw [h1, h2, cos_sub, cos_add]
    ring
  rw [intervalIntegral.integral_congr (fun t _ => hprod t), intervalIntegral.integral_div,
    intervalIntegral.integral_sub (Continuous.intervalIntegrable (by fun_prop) _ _)
      (Continuous.intervalIntegrable (by fun_prop) _ _),
    hcos ((k : ℤ) + m + 2) (by omega)]
  split_ifs with hkm
  · subst hkm
    simp
  · rw [hcos ((k : ℤ) - m) (by omega)]
    simp
```

Multiply the character expansion, with summation index \(k\), by \(\sin((m+1)t)\) and integrate:

\[
\int_0^\pi(2\cos t)^N\sin((m+1)t)\sin t\,dt
=\sum_{k=0}^{N} f(N,k)\int_0^\pi\sin((k+1)t)\sin((m+1)t)\,dt .
\]

If \(m\le N\), only \(k=m\) survives and the right-hand side is \(\tfrac{\pi}{2}f(N,m)\). If \(m>N\), no term survives, and \(f(N,m)=0\) as well. Multiplying by \(2/\pi\) gives the result in both cases.

In the Lean statement, `(count N m : ℝ)` is the path count regarded as a real number, and there is no hypothesis on `N` or `m`. The proof rewrites the integrand in `hint`, exchanges the finite sum with the integral, and evaluates the remaining sum in `hsum`, where the two cases are separated.

```lean
/-- The number of `N`-step walks on the nonnegative integers from 0 to `m` is `2 / π` times the
integral of `(2 cos t) ^ N * sin ((m + 1) t) * sin t` over `[0, π]`. -/
theorem count_eq_character_integral (N m : ℕ) :
    (count N m : ℝ) =
      2 / π * ∫ t in (0 : ℝ)..π, (2 * cos t) ^ N * sin (((m : ℝ) + 1) * t) * sin t := by
  have hint : ∀ t : ℝ, (2 * cos t) ^ N * sin (((m : ℝ) + 1) * t) * sin t =
      ∑ k ∈ range (N + 1),
        (count N k : ℝ) * (sin (((k : ℝ) + 1) * t) * sin (((m : ℝ) + 1) * t)) := by
    intro t
    simp only [← mul_assoc]
    rw [← Finset.sum_mul, character_decomposition]
    ring
  -- orthogonality leaves only the term k = m
  have hsum : ∑ k ∈ range (N + 1), (count N k : ℝ) * (if k = m then π / 2 else 0) =
      (count N m : ℝ) * (π / 2) := by
    by_cases hm : m < N + 1
    · rw [Finset.sum_eq_single_of_mem m (Finset.mem_range.2 hm)
        (fun k _ hk => by rw [if_neg hk, mul_zero]), if_pos rfl]
    · rw [count_eq_zero N m (by omega), Nat.cast_zero, zero_mul]
      refine Finset.sum_eq_zero fun k hk => ?_
      have hk' := Finset.mem_range.1 hk
      rw [if_neg (by omega), mul_zero]
  rw [intervalIntegral.integral_congr (fun t _ => hint t),
    intervalIntegral.integral_finsetSum
      (fun k _ => Continuous.intervalIntegrable (by fun_prop) _ _)]
  simp only [intervalIntegral.integral_const_mul, sine_orthogonality]
  rw [hsum]
  have hpi := Real.pi_ne_zero
  field_simp
```

## The count as a difference of binomial coefficients

A path with \(k\) downward steps that ends at \(m\) has \(m+k\) upward steps, so \(N=m+2k\). For such \(N\),

\[
f(N,m)=\binom{N}{k}-\binom{N}{m+k+1}.
\]

The proof is by induction on \(N\). The case \(N=0\) is \(1-0=1\). To pass from \(N\) to \(N+1\), first take a final height \(m+1\) and \(k=j+1\) downward steps. The branching rule and the induction hypothesis give

\[
\binom{N}{j+1}-\binom{N}{m+j+2}+\binom{N}{j}-\binom{N}{m+j+3}
=\binom{N+1}{j+1}-\binom{N+1}{m+j+3}
\]

by Pascal's rule. With no downward steps, the path is unique and the formula gives \(1-0\). For final height 0, again with \(k=j+1\), the only contribution is

\[
f(N,1)=\binom{N}{j}-\binom{N}{j+2}=\binom{N+1}{j+1}-\binom{N+1}{j+2},
\]

where \(\binom{N}{j+1}\) has been added and subtracted.

The hypothesis `hN` fixes the parity: \(N\) and \(m\) are both even or both odd, as they are for every path. The equation is stated in the integers so that the subtraction is the ordinary one. For three electrons and a doublet, \(m=1\) and \(k=1\), and the formula gives \(3-1=2\).

```lean
/-- Closed form: the number of walks to height `m` with `k` downward steps is a difference
of two binomial coefficients. -/
theorem count_closed_form (N m k : ℕ) (hN : N = m + 2 * k) :
    (count N m : ℤ) = (N.choose k : ℤ) - (N.choose (m + k + 1) : ℤ) := by
  induction N generalizing m k with
  | zero =>
    obtain ⟨rfl, rfl⟩ : m = 0 ∧ k = 0 := by omega
    simp [count_start]
  | succ N ih =>
    rcases m with _ | m
    · obtain ⟨j, rfl⟩ : ∃ j, k = j + 1 := ⟨k - 1, by omega⟩
      rw [(branching_rule N).1, ih 1 j (by omega),
        show 0 + (j + 1) + 1 = (j + 1) + 1 by omega, show 1 + j + 1 = j + 1 + 1 by omega,
        Nat.choose_succ_succ' N j, Nat.choose_succ_succ' N (j + 1)]
      push_cast
      ring
    · rw [(branching_rule N).2]
      rcases k with _ | j
      · rw [count_eq_zero N (m + 2) (by omega), Nat.add_zero, ih m 0 (by omega),
          Nat.choose_eq_zero_of_lt (show N < m + 0 + 1 by omega),
          Nat.choose_eq_zero_of_lt (show N + 1 < m + 1 + 0 + 1 by omega)]
        simp
      · rw [Nat.cast_add, ih m (j + 1) (by omega), ih (m + 2) j (by omega),
          show m + 1 + (j + 1) + 1 = (m + j + 2) + 1 by omega,
          show m + (j + 1) + 1 = m + j + 2 by omega,
          show m + 2 + j + 1 = m + j + 2 + 1 by omega,
          Nat.choose_succ_succ' N j, Nat.choose_succ_succ' N (m + j + 2)]
        push_cast
        ring

end SpinBranching
```

```lean
#print axioms SpinBranching.dimension_sum
-- 'SpinBranching.dimension_sum' depends on axioms: [propext, Classical.choice, Quot.sound]
#print axioms SpinBranching.count_eq_character_integral
-- 'SpinBranching.count_eq_character_integral' depends on axioms: [propext, Classical.choice, Quot.sound]
#print axioms SpinBranching.count_closed_form
-- 'SpinBranching.count_closed_form' depends on axioms: [propext, Classical.choice, Quot.sound]
```
